# For N ≥ 1, all one-body elements between determinants of linearly independent orbitals vanish exactly when rank S + 2 ≤ N

Let \(\varphi_i\) and \(\chi_j\) be two linearly independent families of \(N\ge 1\) complex orbitals on a finite set \(X\), with overlap matrix \(S_{ij}=\langle\varphi_i|\chi_j\rangle\). The matrix elements of \(\sum_k h_k\) between their Slater determinants vanish for every one-particle matrix \(h\) if and only if \(\operatorname{rank}S+2\le N\).

## Two orthogonal directions are one too many

When can no one-body operator connect two determinants? If both are built from one orthonormal set and differ in \(d\) orbitals, then \(\operatorname{rank}S=N-d\), and the criterion becomes the familiar rule \(d\ge2\).

For orbitals that are not mutually orthogonal, counting differences has no clear meaning, but the rank still does. A vector \(c\) in the kernel of \(S\) gives a combination \(\sum_j c_j\chi_j\) of ket orbitals orthogonal to every bra orbital. A one-body operator can compensate for one such direction, but not for two. In a finite orthonormal spin-orbital basis, this decides whether two separately optimised determinants can be coupled by any one-electron operator at all.

## The statement in Lean terms

A point of `X` labels a site or an orthonormal one-particle basis state, including spin if present. An orbital is a function `X → ℂ`, and a configuration is a function `Fin N → X`.

- `slater φ` is the unnormalised determinant \(D_\varphi(x)=\det[\varphi_i(x_k)]\).
- `oneBody h` acts on any \(N\)-particle function, changing one coordinate at a time.
- `matrixElement φ χ h` is \(M(h)=\sum_x\overline{D_\varphi(x)}\,(\sum_k h_kD_\chi)(x)\), summed over all configurations.
- `overlap φ χ` is \(S\), with the bra conjugated by `star`.

The main theorem, `one_body_elements_vanish_iff`, assumes `0 < N` and the independence of both families. For \(N=0\) the operator is zero while the rank condition fails.

For normalised determinants, divide \(M(h)\) by \(N!\sqrt{\det S^{\varphi\varphi}\det S^{\chi\chi}}\), where the two matrices are the overlaps within each family. This positive factor does not affect vanishing.

The quantifier runs over all matrices \(h\). Hermitian ones would suffice, since they span all matrices and \(M\) is linear in \(h\). Spin-independent ones would not: they can all give zero because of spin alone. The step from finite \(X\) to continuous space, with unbounded operators such as the kinetic energy, remains to be made.

## From the determinants to a transition density

First take the overlap of a determinant with a product of orbitals \(g_k\). Expanding the determinant and summing over each coordinate separately gives

\[
\sum_x\overline{D_\varphi(x)}\prod_k g_k(x_k)
=\sum_\sigma \operatorname{sgn}\sigma\prod_k\langle\varphi_{\sigma(k)}|g_k\rangle
=\det[\langle\varphi_i|g_k\rangle].
\]

Now expand the ket as \(D_\chi(x)=\sum_\sigma\operatorname{sgn}\sigma\prod_l\chi_{\sigma(l)}(x_l)\). Acting on particle \(k\) replaces \(\chi_{\sigma(k)}\) by \(h\chi_{\sigma(k)}\). The overlap with the bra is then a determinant whose columns are those of \(S\) permuted by \(\sigma\), with one replaced. Undoing the permutation cancels \(\operatorname{sgn}\sigma\) and leaves \(F_{\sigma(k)}\), where \(F_j\) is the determinant of \(S\) with column \(j\) replaced by the numbers \(\langle\varphi_i|h\chi_j\rangle\).

For each of the \(N!\) permutations, \(\sum_kF_{\sigma(k)}=\sum_jF_j\). Cramer's rule gives \(F_j=\sum_i\operatorname{adj}(S)_{ji}\langle\varphi_i|h\chi_j\rangle\), so

\[
M(h)=N!\sum_{x,y}h(x,y)\,T(y,x),\qquad
T(y,x)=\sum_{j,i}\chi_j(y)\operatorname{adj}(S)_{ji}\overline{\varphi_i(x)} .
\]

Here \(x\) and \(y\) are single points of \(X\). The matrix \(T\) is `transitionDensity`; unlike the usual normalised transition density, it carries no normalisation factor.

Choosing \(h\) with a single entry 1 at \((x,y)\) gives \(M(h)=N!\,T(y,x)\). Hence all elements vanish exactly when \(T=0\). If \(T=0\), independence of the \(\chi_j\) gives \(\sum_i\operatorname{adj}(S)_{ji}\overline{\varphi_i(x)}=0\) for all \(j,x\). Conjugating and using independence of the \(\varphi_i\) gives \(\operatorname{adj}(S)=0\). The converse is immediate.

## When the adjugate vanishes

The entry \(\operatorname{adj}(S)_{ij}\) is the determinant of \(S\) with row \(j\) replaced by the unit vector \(e_i\).

Suppose \(\dim\ker S\ge2\). For every \(i\), the kernel contains some \(u\ne0\) with \(u_i=0\). The modified matrix annihilates \(u\), so its determinant is zero, and therefore \(\operatorname{adj}(S)=0\).

Conversely, let \(\operatorname{adj}(S)=0\). From \(S\operatorname{adj}(S)=(\det S)\,1\) and \(N\ge1\) it follows that \(\det S=0\). Choose nonzero \(v,w\) with \(Sv=0\) and \(w^{\mathsf T}S=0\), and indices with \(v_i\ne0\), \(w_j\ne0\). Since \(\operatorname{adj}(S)_{ij}=0\), there is \(u\ne0\) with \(u_i=0\) and \((Su)_k=0\) for \(k\ne j\). Then

\[
0=w^{\mathsf T}Su=w_j(Su)_j,
\]

so \(Su=0\). As \(u_i=0\ne v_i\) and \(u\neq0\), the vectors \(u,v\) are independent and \(\dim\ker S\ge2\). Since \(\operatorname{rank}S+\dim\ker S=N\), this is the rank condition.

## The complete Lean file

```lean
import Mathlib

open Matrix Finset

namespace SlaterCondonRank

noncomputable section

variable {N : ℕ} {X : Type*} [Fintype X]

/-- The unnormalised Slater determinant of the orbitals `φ`, as a function of the positions of
the `N` particles. -/
def slater (φ : Fin N → X → ℂ) (x : Fin N → X) : ℂ :=
  (Matrix.of fun i k => φ i (x k)).det

/-- The one-body operator `∑ₖ hₖ` acting on an arbitrary `N`-particle function. -/
def oneBody (h : Matrix X X ℂ) (Ψ : (Fin N → X) → ℂ) (x : Fin N → X) : ℂ :=
  ∑ k, ∑ y, h (x k) y * Ψ (Function.update x k y)

/-- The matrix element of `∑ₖ hₖ` between the determinants of `φ` and `χ`. -/
def matrixElement (φ χ : Fin N → X → ℂ) (h : Matrix X X ℂ) : ℂ :=
  ∑ x : Fin N → X, star (slater φ x) * oneBody h (slater χ) x

/-- The overlap matrix `S i j = ⟨φ i, χ j⟩` of two orbital families. -/
def overlap (φ χ : Fin N → X → ℂ) : Matrix (Fin N) (Fin N) ℂ :=
  Matrix.of fun i j => ∑ x, star (φ i x) * χ j x

/-- The transition density `χ adj(S) φ†` between two determinants, without the factor `N!`. -/
def transitionDensity (φ χ : Fin N → X → ℂ) : Matrix X X ℂ :=
  Matrix.of fun y x => ∑ j, ∑ i, χ j y * (overlap φ χ).adjugate j i * star (φ i x)

/-- The overlap of a Slater determinant with a product of orbitals is the determinant of the
one-particle overlaps. -/
theorem slater_overlap_product (φ g : Fin N → X → ℂ) :
    ∑ x : Fin N → X, star (slater φ x) * ∏ k, g k (x k) = (overlap φ g).det := by
  simp only [slater, overlap, Matrix.det_apply', Matrix.of_apply, star_sum, star_mul',
    star_prod, star_intCast, Finset.sum_mul]
  rw [Finset.sum_comm]
  refine Finset.sum_congr rfl fun σ _ => ?_
  rw [Finset.prod_univ_sum, Fintype.piFinset_univ, Finset.mul_sum]
  refine Finset.sum_congr rfl fun x _ => ?_
  rw [Finset.prod_mul_distrib]
  ring

/-- Acting with `h` on particle `k` of a Slater determinant replaces, in each product of its
expansion, the orbital of that particle by its image under `h`. -/
theorem one_particle_action (χ : Fin N → X → ℂ) (h : Matrix X X ℂ) (x : Fin N → X)
    (k : Fin N) :
    ∑ y, h (x k) y * slater χ (Function.update x k y) =
      ∑ σ : Equiv.Perm (Fin N), ((Equiv.Perm.sign σ : ℤ) : ℂ) *
        ∏ l, Function.update (fun l => χ (σ l)) k (h *ᵥ χ (σ k)) l (x l) := by
  simp only [slater, Matrix.det_apply', Matrix.of_apply, Finset.mul_sum]
  rw [Finset.sum_comm]
  refine Finset.sum_congr rfl fun σ _ => ?_
  -- split off the factor of particle `k` on both sides
  have h1 : ∀ y, ∏ l, χ (σ l) (Function.update x k y l) =
      χ (σ k) y * ∏ l ∈ univ.erase k, χ (σ l) (x l) := by
    intro y
    rw [← Finset.mul_prod_erase univ _ (mem_univ k)]
    simp only [Function.update_self]
    congr 1
    refine Finset.prod_congr rfl fun l hl => ?_
    rw [Function.update_of_ne (Finset.ne_of_mem_erase hl)]
  have h2 : ∏ l, Function.update (fun l => χ (σ l)) k (h *ᵥ χ (σ k)) l (x l) =
      (h *ᵥ χ (σ k)) (x k) * ∏ l ∈ univ.erase k, χ (σ l) (x l) := by
    rw [← Finset.mul_prod_erase univ _ (mem_univ k)]
    simp only [Function.update_self]
    congr 1
    refine Finset.prod_congr rfl fun l hl => ?_
    rw [Function.update_of_ne (Finset.ne_of_mem_erase hl)]
  rw [h2]
  simp only [h1, Matrix.mulVec, dotProduct, Finset.sum_mul, Finset.mul_sum]
  refine Finset.sum_congr rfl fun y _ => ?_
  ring

/-- Every one-body matrix element is `N!` times the trace of `h` with the transition density. -/
theorem matrixElement_eq_density (φ χ : Fin N → X → ℂ) (h : Matrix X X ℂ) :
    matrixElement φ χ h =
      (Nat.factorial N : ℂ) * ∑ x, ∑ y, h x y * transitionDensity φ χ y x := by
  let F : Fin N → ℂ := fun j =>
    ((overlap φ χ).updateCol j (fun i => ∑ x, star (φ i x) * (h *ᵥ χ j) x)).det
  have e1 : matrixElement φ χ h = ∑ k, ∑ σ : Equiv.Perm (Fin N),
      ((Equiv.Perm.sign σ : ℤ) : ℂ) *
        (overlap φ (Function.update (fun l => χ (σ l)) k (h *ᵥ χ (σ k)))).det := by
    simp only [matrixElement, oneBody, one_particle_action]
    simp only [← slater_overlap_product, Finset.mul_sum]
    rw [Finset.sum_comm]
    refine Finset.sum_congr rfl fun k _ => ?_
    rw [Finset.sum_comm]
    refine Finset.sum_congr rfl fun σ _ => Finset.sum_congr rfl fun x _ => ?_
    ring
  -- undoing the permutation of columns cancels its sign
  have e2 : ∀ (σ : Equiv.Perm (Fin N)) (k : Fin N), ((Equiv.Perm.sign σ : ℤ) : ℂ) *
      (overlap φ (Function.update (fun l => χ (σ l)) k (h *ᵥ χ (σ k)))).det = F (σ k) := by
    intro σ k
    have hM : overlap φ (Function.update (fun l => χ (σ l)) k (h *ᵥ χ (σ k))) =
        ((overlap φ χ).updateCol (σ k)
          (fun i => ∑ x, star (φ i x) * (h *ᵥ χ (σ k)) x)).submatrix id σ := by
      ext i l
      by_cases hl : l = k
      · subst hl
        simp [overlap]
      · simp [overlap, hl, σ.injective.eq_iff]
    rw [hM, Matrix.det_permute']
    rcases Int.units_eq_one_or (Equiv.Perm.sign σ) with hs | hs <;> simp [hs, F]
  have swap : ∀ T : Fin N → Fin N → X → X → ℂ,
      ∑ j, ∑ i, ∑ x, ∑ y, T j i x y = ∑ x, ∑ y, ∑ j, ∑ i, T j i x y := by
    intro T
    calc ∑ j, ∑ i, ∑ x, ∑ y, T j i x y = ∑ j, ∑ x, ∑ y, ∑ i, T j i x y :=
          Finset.sum_congr rfl fun j _ =>
            Finset.sum_comm.trans (Finset.sum_congr rfl fun x _ => Finset.sum_comm)
      _ = ∑ x, ∑ y, ∑ j, ∑ i, T j i x y :=
          Finset.sum_comm.trans (Finset.sum_congr rfl fun x _ => Finset.sum_comm)
  -- Cramer's rule brings in the adjugate
  have e3 : ∑ j, F j = ∑ x, ∑ y, h x y * transitionDensity φ χ y x := by
    simp only [F, ← Matrix.cramer_apply, Matrix.cramer_eq_adjugate_mulVec]
    simp only [transitionDensity, Matrix.of_apply, Matrix.mulVec, dotProduct, Finset.mul_sum]
    rw [swap]
    refine Finset.sum_congr rfl fun x _ => Finset.sum_congr rfl fun y _ =>
      Finset.sum_congr rfl fun j _ => Finset.sum_congr rfl fun i _ => ?_
    ring
  rw [e1, Finset.sum_comm, ← e3]
  simp only [e2, Equiv.sum_comp _ F, Finset.sum_const, Finset.card_univ, Fintype.card_perm,
    Fintype.card_fin, nsmul_eq_mul]

/-- For `N ≥ 1`, the adjugate of an `N × N` matrix vanishes exactly when its rank is at most
`N - 2`. -/
theorem adjugate_eq_zero_iff_rank (hN : 0 < N) (S : Matrix (Fin N) (Fin N) ℂ) :
    S.adjugate = 0 ↔ S.rank + 2 ≤ N := by
  have rn : S.rank + Module.finrank ℂ (LinearMap.ker S.mulVecLin) = N := by
    have := LinearMap.finrank_range_add_finrank_ker S.mulVecLin
    rw [Module.finrank_fin_fun] at this
    exact this
  constructor
  · intro h
    have hd : S.det = 0 := by
      have h1 := Matrix.mul_adjugate S
      rw [h, mul_zero] at h1
      have h2 := congrArg (fun M => M ⟨0, hN⟩ ⟨0, hN⟩) h1
      simpa using h2.symm
    obtain ⟨v, hv0, hv⟩ := Matrix.exists_mulVec_eq_zero_iff.mpr hd
    obtain ⟨w, hw0, hw⟩ := Matrix.exists_vecMul_eq_zero_iff.mpr hd
    obtain ⟨i, hi⟩ := Function.ne_iff.mp hv0
    obtain ⟨j, hj⟩ := Function.ne_iff.mp hw0
    -- a vanishing cofactor yields a second null vector `u`, with `u i = 0`
    have hdet : (S.updateRow j (Pi.single i 1)).det = 0 := by
      rw [← Matrix.adjugate_apply, h]
      rfl
    obtain ⟨u, hu0, hu⟩ := Matrix.exists_mulVec_eq_zero_iff.mpr hdet
    have hui : u i = 0 := by
      have := congrFun hu j
      simpa [Matrix.mulVec, dotProduct, Matrix.updateRow_apply, Pi.single_apply] using this
    have hk : ∀ k, k ≠ j → (S *ᵥ u) k = 0 := by
      intro k hkj
      have := congrFun hu k
      simpa [Matrix.mulVec, dotProduct, Matrix.updateRow_apply, hkj] using this
    have e : w ⬝ᵥ (S *ᵥ u) = 0 := by
      rw [Matrix.dotProduct_mulVec, hw, zero_dotProduct]
    have e' : w ⬝ᵥ (S *ᵥ u) = w j * (S *ᵥ u) j := by
      rw [dotProduct]
      apply Finset.sum_eq_single j
      · intro k _ hkj
        simp [hk k hkj]
      · simp
    have hSu : S *ᵥ u = 0 := by
      funext k
      by_cases hkj : k = j
      · rw [hkj]
        exact (mul_eq_zero.mp (e'.symm.trans e)).resolve_left hj
      · exact hk k hkj
    by_contra hlt
    have hle : Module.finrank ℂ (LinearMap.ker S.mulVecLin) ≤ 1 := by omega
    obtain ⟨⟨z, hz⟩, hspan⟩ := finrank_le_one_iff.mp hle
    obtain ⟨a, ha⟩ := hspan ⟨u, by rw [LinearMap.mem_ker, Matrix.mulVecLin_apply, hSu]⟩
    obtain ⟨b, hb⟩ := hspan ⟨v, by rw [LinearMap.mem_ker, Matrix.mulVecLin_apply, hv]⟩
    have ha' : a • z = u := congrArg Subtype.val ha
    have hb' : b • z = v := congrArg Subtype.val hb
    have hzi : z i ≠ 0 := fun h0 => hi (by rw [← hb']; simp [h0])
    have haz : a * z i = 0 := by
      rw [← ha'] at hui
      exact hui
    have ha0 : a = 0 := (mul_eq_zero.mp haz).resolve_right hzi
    exact hu0 (by rw [← ha', ha0, zero_smul])
  · intro h
    ext i j
    rw [Matrix.adjugate_apply, Matrix.zero_apply]
    apply Matrix.exists_mulVec_eq_zero_iff.mp
    by_contra hno
    -- otherwise the `i`-th coordinate would be injective on a kernel of dimension two or more
    let f : LinearMap.ker S.mulVecLin →ₗ[ℂ] ℂ :=
      (LinearMap.proj (R := ℂ) (φ := fun _ : Fin N => ℂ) i).comp
        (LinearMap.ker S.mulVecLin).subtype
    have hf : Function.Injective f := by
      rw [← LinearMap.ker_eq_bot, LinearMap.ker_eq_bot']
      intro m hm
      by_contra hm0
      have hmi : m.1 i = 0 := hm
      have hm2 : S *ᵥ m.1 = 0 := LinearMap.mem_ker.mp m.2
      refine hno ⟨m.1, fun h0 => hm0 (Subtype.ext h0), ?_⟩
      funext k
      by_cases hkj : k = j
      · simp [Matrix.mulVec, dotProduct, Matrix.updateRow_apply, Pi.single_apply, hkj, hmi]
      · have := congrFun hm2 k
        simpa [Matrix.mulVec, dotProduct, Matrix.updateRow_apply, hkj] using this
    have := LinearMap.finrank_le_finrank_of_injective hf
    rw [Module.finrank_self] at this
    omega

/-- For linearly independent orbital families, the transition density vanishes exactly when the
adjugate of the overlap matrix does. -/
theorem transitionDensity_eq_zero_iff {φ χ : Fin N → X → ℂ}
    (hφ : LinearIndependent ℂ φ) (hχ : LinearIndependent ℂ χ) :
    transitionDensity φ χ = 0 ↔ (overlap φ χ).adjugate = 0 := by
  constructor
  · intro h
    -- first strip off the ket orbitals, then the bra orbitals
    have c : ∀ x j, ∑ i, (overlap φ χ).adjugate j i * star (φ i x) = 0 := by
      intro x
      refine Fintype.linearIndependent_iff.mp hχ
        (fun j => ∑ i, (overlap φ χ).adjugate j i * star (φ i x)) ?_
      funext y
      have hyx := congrArg (fun M => M y x) h
      simp only [transitionDensity, Matrix.of_apply, Matrix.zero_apply] at hyx
      simp only [Finset.sum_apply, Pi.smul_apply, smul_eq_mul, Pi.zero_apply, Finset.sum_mul]
      refine Eq.trans (Finset.sum_congr rfl fun j _ => Finset.sum_congr rfl fun i _ => ?_) hyx
      ring
    ext j i
    have hs := Fintype.linearIndependent_iff.mp hφ
      (fun i => star ((overlap φ χ).adjugate j i)) (by
        funext x
        have hc := congrArg star (c x j)
        simp only [star_sum, star_mul', star_star, star_zero] at hc
        simpa only [Finset.sum_apply, Pi.smul_apply, smul_eq_mul, Pi.zero_apply] using hc) i
    exact star_eq_zero.mp hs
  · intro h
    ext y x
    simp [transitionDensity, h]

/-- For two linearly independent families of `N ≥ 1` orbitals, all one-body matrix elements
between their determinants vanish if and only if the overlap matrix has rank at most `N - 2`. -/
theorem one_body_elements_vanish_iff (hN : 0 < N) {φ χ : Fin N → X → ℂ}
    (hφ : LinearIndependent ℂ φ) (hχ : LinearIndependent ℂ χ) :
    (∀ h : Matrix X X ℂ, matrixElement φ χ h = 0) ↔ (overlap φ χ).rank + 2 ≤ N := by
  classical
  rw [← adjugate_eq_zero_iff_rank hN, ← transitionDensity_eq_zero_iff hφ hχ]
  constructor
  · intro H
    ext y x
    -- test with the matrix unit that moves a particle from `y` to `x`
    have e : ∑ a, ∑ b, (if a = x ∧ b = y then (1 : ℂ) else 0) * transitionDensity φ χ b a =
        transitionDensity φ χ y x := by
      rw [Finset.sum_eq_single x, Finset.sum_eq_single y]
      · simp
      · intro b _ hb
        simp [hb]
      · simp
      · intro a _ ha
        simp [ha]
      · simp
    have h0 := H (Matrix.of fun a b => if a = x ∧ b = y then (1 : ℂ) else 0)
    rw [matrixElement_eq_density] at h0
    simp only [Matrix.of_apply] at h0
    rw [e] at h0
    exact (mul_eq_zero.mp h0).resolve_left (Nat.cast_ne_zero.mpr (Nat.factorial_ne_zero N))
  · intro hD h
    rw [matrixElement_eq_density, hD]
    simp

/-- If the bra orbitals are linearly dependent, every one-body matrix element vanishes, whatever
the rank of the overlap matrix. -/
theorem matrixElement_eq_zero_of_dependent {φ : Fin N → X → ℂ}
    (hφ : ¬ LinearIndependent ℂ φ) (χ : Fin N → X → ℂ) (h : Matrix X X ℂ) :
    matrixElement φ χ h = 0 := by
  obtain ⟨g, hg, i, hi⟩ := Fintype.not_linearIndependent_iff.mp hφ
  have hs : ∀ x, slater φ x = 0 := by
    intro x
    refine Matrix.exists_vecMul_eq_zero_iff.mp ⟨g, fun h0 => hi (congrFun h0 i), ?_⟩
    funext k
    have := congrFun hg (x k)
    simpa [Matrix.vecMul, dotProduct, Finset.sum_apply] using this
  simp [matrixElement, hs]

end

end SlaterCondonRank
```

```lean
#print axioms SlaterCondonRank.one_body_elements_vanish_iff
#print axioms SlaterCondonRank.matrixElement_eq_zero_of_dependent
```

```
'SlaterCondonRank.one_body_elements_vanish_iff' depends on axioms: [propext, Classical.choice, Quot.sound]
'SlaterCondonRank.matrixElement_eq_zero_of_dependent' depends on axioms: [propext, Classical.choice, Quot.sound]
```

## How the lemmas divide the work

`slater_overlap_product` is the first identity; `Finset.prod_univ_sum` turns the product of one-particle sums into a sum over configurations. `one_particle_action` separates the factor of particle \(k\) from the others and applies \(h\) to it.

In `matrixElement_eq_density`, `e1` combines these two results, `e2` undoes the column permutation, and `e3` applies Cramer's rule. `Equiv.sum_comp` then makes the sum independent of \(\sigma\), which produces \(N!\).

`adjugate_eq_zero_iff_rank` uses the vectors \(u,v,w\) above. Its final contradiction assumes a kernel of dimension at most one and writes \(u\) and \(v\) as multiples of one vector \(z\). In the other direction, if no suitable \(u\) existed, the \(i\)-th coordinate would map the kernel injectively into \(\mathbb C\), forcing its dimension to be at most one.

`transitionDensity_eq_zero_iff` removes the ket orbitals first and the bra orbitals second. The main theorem adds the test with single-entry matrices.

Finally, `matrixElement_eq_zero_of_dependent` shows what independence of the bra orbitals is for. If they are dependent, their determinant is identically zero and every element vanishes, whatever the rank of \(S\). For example, with \(N=2\), orthonormal \(\chi_1,\chi_2\) and \(\varphi_1=\varphi_2=\chi_1\), the rank is 1 and the criterion would wrongly predict a nonzero element.
